# The sum of all transpositions multiplies a total-spin eigenfunction by the content sum of a two-row Young diagram

To apply $S^2$ to an $n$-electron spin function stored as amplitudes over strings of up and down spins, one can swap the labels of each pair of electrons, add the results, and add $n(4-n)/4$ times the original function. If the function has total spin $S=n/2-k$ with $2k\le n$, the sum of the swaps is an integer multiple of it, and the integer can be read from a Young diagram with rows of lengths $n-k$ and $k$. This gives a check on spin-adapted functions in electronic structure work, for a finite number of spin-1/2 labels and with no orbital part. Spins are in units of $\hbar$.

## Rows and columns without gaps

A Young diagram $\mu$ is a finite set of cells $(i,j)$, with row $i$ and column $j$ counted from 0. With any cell it contains every cell weakly above and to the left. Its content sum is $\sum_{(i,j)\in\mu}(j-i)$, an integer.

```lean
import Mathlib

open Finset

namespace TranspositionClassSum

noncomputable section

/-- The content sum of a Young diagram: column index minus row index, summed over cells. -/
def contentSum (μ : YoungDiagram) : ℤ := ∑ c ∈ μ.cells, ((c.2 : ℤ) - (c.1 : ℤ))
```

The diagram needed for spin has rows $n-k$ and $k$. Its definition must include a proof that the cells leave no gaps.

```lean
/-- The Young diagram with rows of lengths `n - k` and `k`, where `2k ≤ n`. -/
def twoRow (n k : ℕ) (h : 2 * k ≤ n) : YoungDiagram where
  cells := (({0} : Finset ℕ) ×ˢ range (n - k)) ∪ (({1} : Finset ℕ) ×ˢ range k)
  isLowerSet := by
    rintro ⟨i, j⟩ ⟨i', j'⟩ hle hm
    obtain ⟨h1, h2⟩ := Prod.mk_le_mk.1 hle
    simp only [mem_coe, mem_union, mem_product, mem_singleton, mem_range] at hm ⊢
    omega
```

Let row $i$ have length $r_i$ and column $j$ length $c_j$. Since row $i$ occupies exactly the columns $0,\dots,r_i-1$, its column indices add up to

$$0+1+\dots+(r_i-1)=\frac{r_i(r_i-1)}{2}=\binom{r_i}{2}.$$

The row indices within column $j$ add up to $\binom{c_j}{2}$ in the same way. Subtracting gives

$$\sum_{(i,j)\in\mu}(j-i)=\sum_i\binom{r_i}{2}-\sum_j\binom{c_j}{2}.$$

Each binomial counts pairs of cells, in a common row or in a common column. When the cells are filled with electron labels, Young's construction symmetrises over the labels in each row and antisymmetrises over those in each column. The resulting function need not be symmetric under every exchange within a row and antisymmetric under every exchange within a column, so the counts are not numbers of electron pairs with a definite exchange sign.

The absence of gaps is what lets each sum start at 0 and run without a break. A lone cell at $(0,1)$ shows what fails otherwise: its content is 1, but it forms no pairs.

In Lean, `rowLen` and `colLen` are the lengths $r_i$ and $c_j$. The first two theorems regroup the cells by row and by column. The no-gap property enters through `up_left_mem` and the membership lemmas, which turn "the cell is in the diagram" into "its index is below the length".

```lean
/-- The column indices of all cells add up to the number of pairs of cells in a common row. -/
theorem sum_column_index (μ : YoungDiagram) :
    ∑ c ∈ μ.cells, c.2 = ∑ i ∈ range (μ.colLen 0), (μ.rowLen i).choose 2 := by
  rw [Finset.sum_finset_product μ.cells (range (μ.colLen 0)) (fun i => range (μ.rowLen i))]
  · exact sum_congr rfl fun i _ => by rw [Finset.sum_range_id, Nat.choose_two_right]
  · rintro ⟨i, j⟩
    simp only [YoungDiagram.mem_cells, mem_range]
    exact ⟨fun h => ⟨YoungDiagram.mem_iff_lt_colLen.1 (μ.up_left_mem le_rfl (Nat.zero_le j) h),
      YoungDiagram.mem_iff_lt_rowLen.1 h⟩, fun h => YoungDiagram.mem_iff_lt_rowLen.2 h.2⟩

/-- The row indices of all cells add up to the number of pairs of cells in a common column. -/
theorem sum_row_index (μ : YoungDiagram) :
    ∑ c ∈ μ.cells, c.1 = ∑ j ∈ range (μ.rowLen 0), (μ.colLen j).choose 2 := by
  rw [Finset.sum_finset_product_right μ.cells (range (μ.rowLen 0))
    (fun j => range (μ.colLen j))]
  · exact sum_congr rfl fun i _ => by rw [Finset.sum_range_id, Nat.choose_two_right]
  · rintro ⟨i, j⟩
    simp only [YoungDiagram.mem_cells, mem_range]
    exact ⟨fun h => ⟨YoungDiagram.mem_iff_lt_rowLen.1 (μ.up_left_mem (Nat.zero_le i) le_rfl h),
      YoungDiagram.mem_iff_lt_colLen.1 h⟩, fun h => YoungDiagram.mem_iff_lt_colLen.2 h.2⟩

/-- The content sum is the number of pairs of cells in a common row minus the number of
pairs in a common column. -/
theorem contentSum_eq (μ : YoungDiagram) :
    contentSum μ = ∑ i ∈ range (μ.colLen 0), ((μ.rowLen i).choose 2 : ℤ)
      - ∑ j ∈ range (μ.rowLen 0), ((μ.colLen j).choose 2 : ℤ) := by
  have h1 := congrArg (Nat.cast : ℕ → ℤ) (sum_column_index μ)
  have h2 := congrArg (Nat.cast : ℕ → ℤ) (sum_row_index μ)
  rw [Nat.cast_sum, Nat.cast_sum] at h1 h2
  rw [contentSum, sum_sub_distrib, h1, h2]
```

## A second row no longer than the first

The condition $2k\le n$ says that $S=n/2-k$ is not negative. One can picture $k$ pairs coupled to singlets and $n-2k$ parallel spins left over. It is also what makes `twoRow` a diagram: below every cell of the first row there may be nothing, but above every cell of the second there must be one.

By hand, the first row contributes $\sum_{j<n-k}j$ and the second $\sum_{j<k}(j-1)$, so the content sum is

$$\frac{(n-k)(n-k-1)}{2}+\frac{k(k-1)}{2}-k=\frac{n^2}{2}-nk+k^2-\frac n2-k.$$

Expanding the spin expression gives the same polynomial:

$$S(S+1)-\frac{n(4-n)}4=\left(\frac{n^2}{4}-nk+k^2+\frac n2-k\right)-n+\frac{n^2}{4}.$$

The proof follows this calculation. `hs` evaluates a shifted sum of indices by induction, `hd` says that the two rows are disjoint, and `ring` compares the polynomials. The theorem is stated over the rationals because of the halves and quarters. Here the hypothesis is needed only in the weaker form $k\le n$, to treat $n-k$ as an ordinary difference. For $n/2<k\le n$ the algebra would still work, but the cells would no longer form a Young diagram and $S$ would be negative.

```lean
/-- For rows `(n - k, k)` with `2k ≤ n`, the content sum is `S(S+1) - n(4-n)/4`
with `S = n/2 - k`. -/
theorem contentSum_twoRow (n k : ℕ) (h : 2 * k ≤ n) :
    (contentSum (twoRow n k h) : ℚ) =
      ((n : ℚ) / 2 - k) * ((n : ℚ) / 2 - k + 1) - (n : ℚ) * (4 - n) / 4 := by
  have hs : ∀ (m : ℕ) (c : ℚ),
      ∑ j ∈ range m, ((j : ℚ) - c) = (m : ℚ) * (m - 1) / 2 - c * m := by
    intro m c
    induction m with
    | zero => simp
    | succ m ih => rw [sum_range_succ, ih]; push_cast; ring
  have hd : Disjoint (({0} : Finset ℕ) ×ˢ range (n - k)) (({1} : Finset ℕ) ×ˢ range k) := by
    rw [Finset.disjoint_left]
    rintro ⟨i, j⟩ h1 h2
    simp only [mem_product, mem_singleton] at h1 h2
    omega
  simp only [contentSum, twoRow]
  rw [sum_union hd, sum_product, sum_product, sum_singleton, sum_singleton]
  push_cast
  rw [hs, hs, Nat.cast_sub (by omega : k ≤ n)]
  ring
```

## Two spin states per electron

A spin function $\psi$ assigns a complex amplitude to each assignment $m$ of up (`true`) or down (`false`) to the electrons. Normalisation is not required. Write $\sigma_i=\pm1$ for the sign of spin $i$ in $m$, and $m^{i}$ for $m$ with that spin reversed. The usual spin-1/2 matrices then act on amplitudes as

$$(s_{x,i}\psi)(m)=\tfrac12\psi(m^{i}),\quad (s_{y,i}\psi)(m)=-\tfrac{\mathrm i\sigma_i}{2}\psi(m^{i}),\quad (s_{z,i}\psi)(m)=\tfrac{\sigma_i}{2}\psi(m),$$

where $\mathrm i$ is the imaginary unit.

```lean
/-- A spin function of `n` electrons: an amplitude for each assignment of up (`true`)
and down (`false`). -/
abbrev SpinFn (n : ℕ) := (Fin n → Bool) → ℂ

variable {n : ℕ}

/-- The spin assignment with the spin of electron `i` reversed. -/
def flipSpin (m : Fin n → Bool) (i : Fin n) : Fin n → Bool := Function.update m i (!m i)

/-- The sign `+1` for spin up and `-1` for spin down. -/
def sgn : Bool → ℂ
  | true => 1
  | false => -1

/-- The x component of the spin of electron `i`, in units of ħ. -/
def sx (i : Fin n) (ψ : SpinFn n) : SpinFn n := fun m => 1 / 2 * ψ (flipSpin m i)

/-- The y component of the spin of electron `i`, in units of ħ. -/
def sy (i : Fin n) (ψ : SpinFn n) : SpinFn n :=
  fun m => -(Complex.I * sgn (m i)) / 2 * ψ (flipSpin m i)

/-- The z component of the spin of electron `i`, in units of ħ. -/
def sz (i : Fin n) (ψ : SpinFn n) : SpinFn n := fun m => sgn (m i) / 2 * ψ m
```

Total $S^2$ is built by summing each component over electrons, applying the sum twice, and adding the three components. The exchange $P_{ij}$ permutes spin labels only, and the class sum is $C=\sum_{i<j}P_{ij}$, with each pair counted once.

```lean
/-- The scalar product of the spins of electrons `i` and `j`. -/
def spinDot (i j : Fin n) (ψ : SpinFn n) : SpinFn n :=
  fun m => sx i (sx j ψ) m + sy i (sy j ψ) m + sz i (sz j ψ) m

/-- The sum over all electrons of a one-electron operator. -/
def total (s : Fin n → SpinFn n → SpinFn n) (ψ : SpinFn n) : SpinFn n :=
  fun m => ∑ i, s i ψ m

/-- The square of the total spin. -/
def spinSq (ψ : SpinFn n) : SpinFn n :=
  fun m => total sx (total sx ψ) m + total sy (total sy ψ) m + total sz (total sz ψ) m

/-- The transposition of the spin labels of electrons `i` and `j`. -/
def exchange (i j : Fin n) (ψ : SpinFn n) : SpinFn n := fun m => ψ (m ∘ Equiv.swap i j)

/-- The transposition class sum: the sum of the exchanges over all pairs `i < j`. -/
def classSum (ψ : SpinFn n) : SpinFn n :=
  fun m => ∑ i, ∑ j, if i < j then exchange i j ψ m else 0
```

With two basis states per electron, any two entries of an assignment $m$ are either equal or opposite. The derivation below rests on these two cases, called parallel and antiparallel; the words describe the assignment $m$, not the state $\psi$. For spin-1 particles, an exchange is not a linear function of $\mathbf s_i\cdot\mathbf s_j$ alone.

## Two different electrons

For a single electron, each squared component is $1/4$, so $\mathbf s_i\cdot\mathbf s_i=3/4$. For $i\ne j$, reversing spin $i$ leaves $\sigma_j$ alone. With $m^{ij}$ denoting both spins reversed,

$$(\mathbf s_i\cdot\mathbf s_j\,\psi)(m)=\frac{1-\sigma_i\sigma_j}{4}\psi(m^{ij})+\frac{\sigma_i\sigma_j}{4}\psi(m).$$

If the spins are parallel, this is $\psi(m)/4$, and $2\,\mathbf s_i\cdot\mathbf s_j+\tfrac12$ gives $\psi(m)$. If they are antiparallel, the same combination gives $\psi(m^{ij})$. In both cases that is what swapping the labels does, so

$$P_{ij}=2\,\mathbf s_i\cdot\mathbf s_j+\tfrac12\qquad(i\ne j).$$

Without $i\neq j$ the formula fails: $P_{ii}=1$, whereas the right-hand side would be $2\cdot\tfrac34+\tfrac12=2$.

In `exchange_eq`, the hypothesis `hij` supplies `hv`, the statement that reversing spin $i$ leaves spin $j$ unchanged. The proof then splits into the parallel and antiparallel cases, with $\mathrm i^2=-1$ supplied by `Complex.I_sq`.

```lean
/-- The squared spin of a single electron is `3/4`. -/
theorem spinDot_self (i : Fin n) (ψ : SpinFn n) : spinDot i i ψ = (3 / 4 : ℂ) • ψ := by
  funext m
  have hf : flipSpin (flipSpin m i) i = m := by simp [flipSpin]
  have hv : flipSpin m i i = !m i := by simp [flipSpin]
  simp only [spinDot, sx, sy, sz, hf, hv, Pi.smul_apply, smul_eq_mul]
  cases m i <;> simp only [sgn, Bool.not_true, Bool.not_false] <;>
    linear_combination (-(ψ m) / 4) * Complex.I_sq

/-- For two different electrons the exchange of spin labels is `2 sᵢ·sⱼ + 1/2`. -/
theorem exchange_eq {i j : Fin n} (hij : i ≠ j) (ψ : SpinFn n) :
    exchange i j ψ = (2 : ℂ) • spinDot i j ψ + (1 / 2 : ℂ) • ψ := by
  funext m
  have hv : flipSpin m i j = m j := by simp [flipSpin, hij.symm]
  by_cases h : m i = m j
  · -- parallel spins: the exchange does nothing
    have hs : m ∘ Equiv.swap i j = m := by
      funext k
      simp only [Function.comp_apply, Equiv.swap_apply_def]
      split_ifs <;> simp_all
    simp only [exchange, spinDot, sx, sy, sz, hs, hv, h, Pi.add_apply, Pi.smul_apply,
      smul_eq_mul]
    cases m j <;> simp only [sgn] <;>
      linear_combination (-(ψ (flipSpin (flipSpin m i) j)) / 2) * Complex.I_sq
  · -- antiparallel spins: the exchange reverses both
    have h' : m i = !m j := by
      cases hi : m i <;> cases hj : m j <;> simp_all
    have hs : m ∘ Equiv.swap i j = flipSpin (flipSpin m i) j := by
      funext k
      simp only [Function.comp_apply, Equiv.swap_apply_def, flipSpin, Function.update_apply]
      split_ifs <;> simp_all
    simp only [exchange, spinDot, sx, sy, sz, hs, hv, h', Pi.add_apply, Pi.smul_apply,
      smul_eq_mul]
    cases m j <;> simp only [sgn, Bool.not_true, Bool.not_false] <;>
      linear_combination (ψ (flipSpin (flipSpin m i) j) / 2) * Complex.I_sq
```

Expanding $S^2$ and separating the diagonal terms gives Dirac's identity:

$$S^2=\sum_i\mathbf s_i\cdot\mathbf s_i+2\sum_{i<j}\mathbf s_i\cdot\mathbf s_j=\frac{3n}{4}+\sum_{i<j}\left(P_{ij}-\frac12\right)=C+\frac{n(4-n)}4.$$

The Lean proof sums over all ordered pairs. `hS` expands $S^2$, `hD` expresses every scalar product through an exchange with a correction when $i=j$, and `hsplit` accounts for the double counting. The identity holds for every spin function.

```lean
/-- Dirac's identity: the transposition class sum is `S² - n(4-n)/4` on spin functions. -/
theorem dirac_identity (ψ : SpinFn n) :
    classSum ψ = spinSq ψ - ((n : ℂ) * (4 - n) / 4) • ψ := by
  funext m
  have hd : ∀ c : ℂ, ∑ i : Fin n, ∑ j : Fin n, (if i = j then c else 0) = n * c := by
    intro c; simp
  have he : ∀ i : Fin n, exchange i i ψ m = ψ m := by intro i; simp [exchange]
  have hD : ∀ i j : Fin n, spinDot i j ψ m =
      exchange i j ψ m / 2 - ψ m / 4 + if i = j then ψ m / 2 else 0 := by
    intro i j
    by_cases hij : i = j
    · subst hij
      rw [if_pos rfl, he, spinDot_self, Pi.smul_apply, smul_eq_mul]
      ring
    · have h := congrFun (exchange_eq hij ψ) m
      simp only [Pi.add_apply, Pi.smul_apply, smul_eq_mul] at h
      rw [if_neg hij, h]
      ring
  have hS : spinSq ψ m = ∑ i, ∑ j, spinDot i j ψ m := by
    simp only [spinSq, total, spinDot, sx, sy, sz, mul_sum, sum_add_distrib]
  -- the double sum counts every pair twice and the diagonal once
  have hsplit : ∀ i j : Fin n, exchange i j ψ m = (if i < j then exchange i j ψ m else 0)
      + (if j < i then exchange j i ψ m else 0) + if i = j then ψ m else 0 := by
    intro i j
    rcases lt_trichotomy i j with h | h | h
    · simp [h, not_lt_of_ge h.le, h.ne]
    · subst h; simp [he]
    · simp [h, not_lt_of_ge h.le, h.ne', exchange, Equiv.swap_comm i j]
  have h1 : ∑ i, ∑ j, (if i < j then exchange i j ψ m else 0) = classSum ψ m := rfl
  have h2 : ∑ i, ∑ j, (if j < i then exchange j i ψ m else 0) = classSum ψ m := by
    simp only [classSum]
    exact Finset.sum_comm
  have hP : ∑ i, ∑ j, exchange i j ψ m = 2 * classSum ψ m + n * ψ m := by
    rw [sum_congr rfl fun i _ => sum_congr rfl fun j _ => hsplit i j]
    simp only [sum_add_distrib]
    rw [h1, h2, hd]
    ring
  have hT : ∑ i, ∑ j, spinDot i j ψ m =
      (∑ i, ∑ j, exchange i j ψ m) / 2 - n * (n * (ψ m / 4)) + n * (ψ m / 2) := by
    simp only [hD, sum_add_distrib, sum_sub_distrib, hd, sum_div, sum_const, card_univ,
      Fintype.card_fin, nsmul_eq_mul]
  rw [Pi.sub_apply, Pi.smul_apply, smul_eq_mul, hS, hT, hP]
  ring
```

## A definite total spin

The last hypothesis, `hψ`, is the eigenvalue equation $S^2\psi=S(S+1)\psi$ with $S=n/2-k$. Physically, a nonzero $\psi$ of this kind is a pure singlet, doublet, triplet and so on. Inserting it in Dirac's identity gives

$$C\psi=\left[S(S+1)-\frac{n(4-n)}4\right]\psi,$$

and the bracket is the content sum of the diagram with rows $n-k$ and $k$. The proof makes the same two substitutions, after carrying the rational formula over to the complex numbers.

Without a definite total spin, the class sum never returns a multiple of $\psi$, because Dirac's identity would then make $\psi$ an eigenfunction of $S^2$. For two electrons, for example, the class sum turns $|{\uparrow\downarrow}\rangle$ into $|{\downarrow\uparrow}\rangle$.

The theorem takes the eigenfunction as given and does not construct one for each $k$. The diagram enters through its content sum alone, with no statement about irreducible representations of the permutation group.

```lean
/-- If `S²ψ = S(S+1)ψ` with `S = n/2 - k` and `2k ≤ n`, the transposition class sum
multiplies `ψ` by the content sum of the Young diagram with rows `(n - k, k)`. -/
theorem classSum_eq_contentSum (k : ℕ) (h : 2 * k ≤ n) (ψ : SpinFn n)
    (hψ : spinSq ψ = (((n : ℂ) / 2 - k) * ((n : ℂ) / 2 - k + 1)) • ψ) :
    classSum ψ = (contentSum (twoRow n k h) : ℂ) • ψ := by
  have hc := congrArg (Rat.cast : ℚ → ℂ) (contentSum_twoRow n k h)
  push_cast at hc
  rw [dirac_identity, hψ, ← sub_smul, hc]

end

end TranspositionClassSum
```

```lean
#print axioms TranspositionClassSum.contentSum_eq
-- 'TranspositionClassSum.contentSum_eq' depends on axioms: [propext, Classical.choice, Quot.sound]
#print axioms TranspositionClassSum.classSum_eq_contentSum
-- 'TranspositionClassSum.classSum_eq_contentSum' depends on axioms: [propext, Classical.choice, Quot.sound]
```

## From no electrons to two

For $n=0$ and $n=1$ there are no pairs, so the class sum is zero. The only allowed value is $k=0$, and the content sum is zero as well.

For $n=2$ the class sum is the single exchange $P_{01}$, in Lean's numbering from 0. The triplet has $k=0$ and a row of two cells, with content sum $0+1=1$. The singlet $(|{\uparrow\downarrow}\rangle-|{\downarrow\uparrow}\rangle)/\sqrt2$ has $k=1$ and a column of two cells, with content sum $0-1=-1$. These are the familiar signs of the two spin functions under exchange.
